# With orbital-position phases and two nonzero hoppings, the SSH Bloch matrix is periodic in k exactly when the orbital separation is a rational multiple of the lattice constant

Take a Su–Schrieffer–Heeger (SSH) chain, with two orbitals per cell, both hoppings equal to one, and the second orbital halfway along the cell. If each hop carries the phase of the signed distance it covers, $+1/2$ for one and $-1/2$ for the other, the off-diagonal element of the Bloch Hamiltonian is

$$f(k) = e^{ik/2} + e^{-ik/2} = 2\cos(k/2).$$

Advancing $k$ by $2\pi$ changes the sign of $f$, and only after $4\pi$ does $f$ return. The modulus $|f|$ already returns after $2\pi$.

Now let the separation be a general real number $d$, in units of the lattice constant. The two terms become $e^{ikd}$ and $e^{ik(d-1)}$. A shift $T$ that restores both phases needs $Td$ and $T(d-1)$ to be multiples of $2\pi$. Their difference is $T$, so $T = 2\pi n$ with $n$ an integer, and then $nd$ must be an integer too. For $d=1/\sqrt2$ this leaves only $T=0$. What remains to be shown is that a period of the sum must restore each phase separately, and this is where both hoppings have to be nonzero.

## The chain and its phases

```lean
import Mathlib

open Matrix
open scoped Real

namespace SSHOrbitalPeriodicity

noncomputable section
```

The first line loads Mathlib. The `open` lines make short notation available, such as `π` for the real number and `ᴴ` for the conjugate transpose.

```lean
/-- The phase factor `exp(i x)` of a real angle `x`. -/
def phase (x : ℝ) : ℂ := Complex.exp (x * Complex.I)
```

This defines `phase x` as $e^{ix}$. The argument is real and the value complex; Lean converts `x` to a complex number before multiplying by $i$.

```lean
/-- The SSH off-diagonal element `v exp(i k d) + w exp(i k (d - 1))`, with hoppings `v`, `w`
and orbital separation `d` in units of the lattice constant. -/
def offDiag (v w : ℂ) (d k : ℝ) : ℂ :=
  v * phase (k * d) + w * phase (k * (d - 1))
```

This is the function under study,

$$f(k) = v\,e^{ikd} + w\,e^{ik(d-1)}.$$

Here $v$ is the hopping within a cell, over the signed distance $d$, and $w$ is the hopping to the neighbouring cell, over $d-1$. The wave number $k$ is dimensionless, so $2\pi$ is one reciprocal lattice vector. The hoppings may be complex, and $d$ may be any real number. In the other common convention, where phases count cells and ignore positions inside them, the matrix is $2\pi$-periodic from the start.

```lean
/-- The two-band SSH Bloch Hamiltonian at wave number `k`. -/
def blochMatrix (v w : ℂ) (d k : ℝ) : Matrix (Fin 2) (Fin 2) ℂ :=
  !![0, offDiag v w d k; star (offDiag v w d k), 0]
```

The matrix is

$$H(k)=\begin{pmatrix}0 & f(k)\\ f(k)^* & 0\end{pmatrix},$$

with `star` for complex conjugation. For $0<d<1$ it describes non-interacting particles with nearest-neighbour hopping and no on-site energies. The variable $k$ runs over all real numbers, not over the finite mesh of a Born–von Karman ring.

```lean
/-- The diagonal matrix with entries `exp(2π i d)` and `1`. -/
def orbitalPhases (d : ℝ) : Matrix (Fin 2) (Fin 2) ℂ :=
  !![phase (2 * π * d), 0; 0, 1]
```

This is $U=\mathrm{diag}(e^{2\pi i d},1)$, which will relate $H(k+2\pi)$ to $H(k)$.

## Two facts about phases

```lean
/-- Phase factors multiply when their angles add. -/
theorem phase_add (x y : ℝ) : phase (x + y) = phase x * phase y := by
  unfold phase
  rw [← Complex.exp_add]
  congr 1
  push_cast
  ring
```

In ordinary notation, $e^{i(x+y)}=e^{ix}e^{iy}$. The proof is the addition rule for the complex exponential.

```lean
/-- A phase factor is one exactly when its angle is an integer multiple of `2π`. -/
theorem phase_eq_one_iff (x : ℝ) : phase x = 1 ↔ ∃ n : ℤ, x = n * (2 * π) := by
  unfold phase
  rw [Complex.exp_eq_one_iff]
  constructor
  · rintro ⟨n, hn⟩
    refine ⟨n, Complex.ofReal_injective ?_⟩
    apply mul_right_cancel₀ Complex.I_ne_zero
    push_cast
    linear_combination hn
  · rintro ⟨n, rfl⟩
    exact ⟨n, by push_cast; ring⟩
```

The statement reads: $e^{ix}=1$ if and only if $x=2\pi n$ for some integer $n$. Mathlib knows that $e^z=1$ exactly when $z=2\pi i n$. Setting $z=ix$ and cancelling $i$ gives the result, and `Complex.ofReal_injective` carries the equation from the complex numbers back to the reals.

## Which shifts are periods

```lean
/-- With both hoppings nonzero, `T` is a period of the off-diagonal element exactly when
`T = 2π n` for an integer `n` such that `n d` is an integer. -/
theorem periodic_iff {v w : ℂ} (hv : v ≠ 0) (hw : w ≠ 0) (d T : ℝ) :
    Function.Periodic (offDiag v w d) T ↔
      ∃ n m : ℤ, T = n * (2 * π) ∧ (n : ℝ) * d = m := by
  constructor
  · intro h
    have h0 := h 0
    have h1 := h π
    simp only [offDiag, add_mul, phase_add] at h0 h1
    have hz : phase 0 = 1 := by simp [phase]
    simp only [zero_mul, hz] at h0
    -- At `k = π` the phase factors of the two hopping terms are negatives of each other.
    have hpi : phase π = -1 := Complex.exp_pi_mul_I
    have hs : phase (π * d) = -phase (π * (d - 1)) := by
      have e : π * d = π * (d - 1) + π := by ring
      rw [e, phase_add, hpi]
      ring
    rw [hs] at h1
    have hP : phase (π * (d - 1)) ≠ 0 := Complex.exp_ne_zero _
    have h2 : w * (phase (T * (d - 1)) - 1) - v * (phase (T * d) - 1) = 0 := by
      apply mul_left_cancel₀ hP
      linear_combination h1
    -- Sum and difference of the two conditions isolate each phase.
    have ha : v * (phase (T * d) - 1) = 0 := by
      linear_combination (h0 - h2) / 2
    have hb : w * (phase (T * (d - 1)) - 1) = 0 := by
      linear_combination (h0 + h2) / 2
    have ha' := sub_eq_zero.mp ((mul_eq_zero.mp ha).resolve_left hv)
    have hb' := sub_eq_zero.mp ((mul_eq_zero.mp hb).resolve_left hw)
    obtain ⟨m, hm⟩ := (phase_eq_one_iff _).1 ha'
    obtain ⟨l, hl⟩ := (phase_eq_one_iff _).1 hb'
    have hT : T = ((m - l : ℤ) : ℝ) * (2 * π) := by
      push_cast
      linear_combination hm - hl
    refine ⟨m - l, m, hT, ?_⟩
    have hp : (2 * π : ℝ) ≠ 0 := by positivity
    apply mul_right_cancel₀ hp
    linear_combination hm - d * hT
  · rintro ⟨n, m, hT, hm⟩ k
    have ha : phase (T * d) = 1 :=
      (phase_eq_one_iff _).2 ⟨m, by rw [hT]; linear_combination (2 * π) * hm⟩
    have hb : phase (T * (d - 1)) = 1 :=
      (phase_eq_one_iff _).2
        ⟨m - n, by rw [hT]; push_cast; linear_combination (2 * π) * hm⟩
    simp only [offDiag, add_mul, phase_add, ha, hb, mul_one]
```

`Function.Periodic f T` means $f(k+T)=f(k)$ for every $k$. The theorem says that, for $v\neq0$ and $w\neq0$, this holds exactly when there are integers $n$ and $m$ with $T=2\pi n$ and $nd=m$.

Suppose $T$ is a period, and write $A=e^{iTd}$ and $B=e^{iT(d-1)}$. At $k=0$, periodicity gives

$$v(A-1)+w(B-1)=0.$$

At $k=\pi$ the two terms carry the phases $e^{i\pi d}$ and $P=e^{i\pi(d-1)}$, and $e^{i\pi d}=-P$. Periodicity there gives

$$-vP(A-1)+wP(B-1)=0.$$

Since $P\neq0$, it can be divided out:

$$w(B-1)-v(A-1)=0.$$

Half the difference of the first and third equations is $v(A-1)=0$, and half their sum is $w(B-1)=0$. Because $v$ and $w$ are nonzero, $A=B=1$. Hence $Td=2\pi m$ and $T(d-1)=2\pi l$ for integers $m$ and $l$. Subtracting gives $T=2\pi(m-l)$, so $n=m-l$. Then $2\pi nd=Td=2\pi m$, which is $nd=m$.

Conversely, if $T=2\pi n$ and $nd=m$, then $Td=2\pi m$ and $T(d-1)=2\pi(m-n)$. Both phases are one, and $f(k+T)=f(k)$ for all $k$.

In the code, `h0` and `h1` are the conditions at $0$ and $\pi$, `h2` is the second one after division by $P$, and `ha` and `hb` are the separated equations.

The device that carries this argument is `linear_combination`. To prove an equation, one tells it which known equations to add and with which coefficients. Lean then checks that the goal follows from that combination by algebraic rearrangement alone, here in the complex numbers, where dividing by 2 is allowed. For `ha` the instruction is `linear_combination (h0 - h2) / 2`, the half-difference taken above. The tactic knows nothing about exponentials here: it treats `phase (T * d)` and `phase (T * (d - 1))` as two unknowns. The facts about exponentials behind `h0` and `h2` are therefore proved beforehand, and what this step solves is a pair of linear equations. A wrong coefficient would make the step fail.

```lean
/-- With both hoppings nonzero, the SSH off-diagonal element has a nonzero real period
exactly when the orbital separation `d` is rational. -/
theorem exists_period_iff_rational {v w : ℂ} (hv : v ≠ 0) (hw : w ≠ 0) (d : ℝ) :
    (∃ T : ℝ, T ≠ 0 ∧ Function.Periodic (offDiag v w d) T) ↔ ∃ r : ℚ, (r : ℝ) = d := by
  constructor
  · rintro ⟨T, hT0, hT⟩
    obtain ⟨n, m, hn, hm⟩ := (periodic_iff hv hw d T).1 hT
    have hn0 : (n : ℝ) ≠ 0 := by
      intro h
      exact hT0 (by rw [hn, h, zero_mul])
    refine ⟨(m : ℚ) / n, ?_⟩
    push_cast
    rw [div_eq_iff hn0]
    linear_combination -hm
  · rintro ⟨r, rfl⟩
    have hd : (r.den : ℝ) ≠ 0 := Nat.cast_ne_zero.mpr r.den_nz
    have hp : (2 * π : ℝ) ≠ 0 := by positivity
    refine ⟨r.den * (2 * π), mul_ne_zero hd hp, ?_⟩
    refine (periodic_iff hv hw _ _).2 ⟨r.den, r.num, by push_cast; ring, ?_⟩
    rw [Rat.cast_def r, Int.cast_natCast]
    exact mul_div_cancel₀ _ hd
```

This is the main criterion: with both hoppings nonzero, a nonzero period exists if and only if $d$ is rational. The condition `T ≠ 0` is needed because zero is a period of every function. Rationality is expressed as the existence of `r : ℚ` whose real value is $d$.

If $T\neq0$ is a period, the previous theorem gives $T=2\pi n$ and $nd=m$. Here $n\neq0$, since otherwise $T$ would vanish, and so $d=m/n$. Conversely, let $d=p/q$ in lowest terms with $q>0$. Then $T=2\pi q$ is nonzero, and $qd=p$ is an integer, so $T$ is a period. Lean calls $p$ and $q$ `r.num` and `r.den`.

```lean
/-- For rational orbital separation `r` in lowest terms, the periods are exactly the integer
multiples of `2π` times the denominator of `r`. -/
theorem periodic_rational_iff {v w : ℂ} (hv : v ≠ 0) (hw : w ≠ 0) (r : ℚ) (T : ℝ) :
    Function.Periodic (offDiag v w r) T ↔ ∃ j : ℤ, T = j * (2 * π * r.den) := by
  have hd : (r.den : ℝ) ≠ 0 := Nat.cast_ne_zero.mpr r.den_nz
  have hr : (r : ℝ) * r.den = r.num := by
    rw [Rat.cast_def r]
    exact div_mul_cancel₀ _ hd
  rw [periodic_iff hv hw]
  constructor
  · rintro ⟨n, m, hT, hm⟩
    have e : (n : ℝ) * r.num = m * r.den := by
      linear_combination (r.den : ℝ) * hm - (n : ℝ) * hr
    have e' : n * r.num = m * (r.den : ℤ) := by exact_mod_cast e
    -- Numerator and denominator are coprime, so the denominator divides `n`.
    have hc : IsCoprime (r.den : ℤ) r.num :=
      Int.isCoprime_iff_gcd_eq_one.mpr r.reduced.symm
    obtain ⟨j, hj⟩ := hc.dvd_of_dvd_mul_right (e' ▸ Dvd.intro_left m rfl)
    refine ⟨j, ?_⟩
    rw [hT, hj]
    push_cast
    ring
  · rintro ⟨j, hT⟩
    refine ⟨j * r.den, j * r.num, ?_, ?_⟩
    · rw [hT]
      push_cast
      ring
    · push_cast
      linear_combination (j : ℝ) * hr
```

For rational separation this gives all the periods: they are $T=2\pi q j$ with $j$ an integer. From $T=2\pi n$ and $np/q=m$ one gets $np=mq$. As $p$ and $q$ have no common factor, $q$ divides $n$, so $n=qj$. In the other direction, $n=jq$ and $m=jp$ satisfy the conditions of `periodic_iff`. The smallest positive period is thus $2\pi q$, which is $4\pi$ for the half-cell separation and $2\pi$ for integer $d$.

## What a shift by one reciprocal lattice vector does

```lean
/-- Advancing `k` by `2π` multiplies the off-diagonal element by `exp(2π i d)`. -/
theorem offDiag_add_two_pi (v w : ℂ) (d k : ℝ) :
    offDiag v w d (k + 2 * π) = phase (2 * π * d) * offDiag v w d k := by
  have h1 : phase (2 * π) = 1 := (phase_eq_one_iff _).2 ⟨1, by simp⟩
  have h2 : phase (2 * π * d) = phase (2 * π * (d - 1)) := by
    have e : 2 * π * d = 2 * π * (d - 1) + 2 * π := by ring
    rw [e, phase_add, h1, mul_one]
  simp only [offDiag, add_mul, phase_add]
  rw [← h2]
  ring
```

For every $v$, $w$ and $d$,

$$f(k+2\pi)=e^{2\pi i d}f(k).$$

The first term gains the factor $e^{2\pi i d}$ and the second gains $e^{2\pi i(d-1)}$. The two factors are equal because $e^{2\pi i}=1$, and the common factor comes out of the sum.

```lean
/-- The modulus of the off-diagonal element is `2π`-periodic for every real `d`. -/
theorem norm_periodic (v w : ℂ) (d : ℝ) :
    Function.Periodic (fun k => ‖offDiag v w d k‖) (2 * π) := by
  intro k
  have h : ‖phase (2 * π * d)‖ = 1 := Complex.norm_exp_ofReal_mul_I _
  change ‖offDiag v w d (k + 2 * π)‖ = ‖offDiag v w d k‖
  rw [offDiag_add_two_pi, norm_mul, h, one_mul]
```

Taking the modulus removes this factor, since $|e^{2\pi i d}|=1$. So $|f(k+2\pi)|=|f(k)|$ for every real $d$, rational or not, and also when a hopping vanishes. The double bars in Lean are the complex modulus. The theorem says that $2\pi$ is a period of $|f|$, not that it is the smallest one.

```lean
/-- Advancing `k` by `2π` conjugates the Bloch Hamiltonian by the matrix of orbital phases. -/
theorem blochMatrix_add_two_pi (v w : ℂ) (d k : ℝ) :
    blochMatrix v w d (k + 2 * π) =
      orbitalPhases d * blochMatrix v w d k * (orbitalPhases d)ᴴ := by
  unfold blochMatrix orbitalPhases
  rw [offDiag_add_two_pi]
  ext i j
  fin_cases i <;> fin_cases j <;>
    simp [Matrix.mul_apply, Fin.sum_univ_succ, mul_comm]
```

For the whole matrix the same shift reads

$$H(k+2\pi)=U\,H(k)\,U^\dagger.$$

Multiplying out, the upper right entry becomes $e^{2\pi i d}f(k)$, the lower left one its conjugate, and the diagonal stays zero. The proof compares the four entries one at a time, which is what `ext i j` and `fin_cases` arrange.

Diagonalising $H(k)$ by hand, a step the file does not take, gives the energies $\pm|f(k)|$, so the bands repeat after $2\pi$ even where the matrix does not. If $u$ is an eigenvector of $H(k)$, then $Uu$ is an eigenvector of $H(k+2\pi)$ with the same energy. A Berry phase across the zone can use this relation to join the two ends. An overall phase in $U$ drops out of $U\,H\,U^\dagger$ but shifts that Berry phase, and it corresponds to the choice of origin for the orbital positions.

```lean
/-- With both hoppings nonzero, the Bloch Hamiltonian has a nonzero real period in `k`
exactly when `d` is rational. -/
theorem blochMatrix_exists_period_iff {v w : ℂ} (hv : v ≠ 0) (hw : w ≠ 0) (d : ℝ) :
    (∃ T : ℝ, T ≠ 0 ∧ Function.Periodic (blochMatrix v w d) T) ↔
      ∃ r : ℚ, (r : ℝ) = d := by
  rw [← exists_period_iff_rational hv hw]
  constructor
  · rintro ⟨T, hT, h⟩
    refine ⟨T, hT, fun k => ?_⟩
    have e := congrArg (fun M : Matrix (Fin 2) (Fin 2) ℂ => M 0 1) (h k)
    simpa [blochMatrix] using e
  · rintro ⟨T, hT, h⟩
    exact ⟨T, hT, fun k => by simp only [blochMatrix, h k]⟩
```

The rationality criterion holds for the matrix as well. If $H$ has period $T$, so does its upper right entry, which is $f$; in Lean the entry is `M 0 1`, because indices start at zero. If $f$ has period $T$, so does $f^*$, and with it every entry of $H$.

## An irrational separation with one hopping switched off

```lean
/-- If the hopping `w` vanishes, every `T` with `T d = 2π` is a period of the off-diagonal
element, whether `d` is rational or not. -/
theorem periodic_of_single_hopping (v : ℂ) {d T : ℝ} (hT : T * d = 2 * π) :
    Function.Periodic (offDiag v 0 d) T := by
  intro k
  have h : phase (T * d) = 1 := (phase_eq_one_iff _).2 ⟨1, by simp [hT]⟩
  simp only [offDiag, add_mul, phase_add, h, mul_one, zero_mul]

end

end SSHOrbitalPeriodicity
```

Setting $w=0$ leaves $f(k)=v\,e^{ikd}$. If $Td=2\pi$, then

$$f(k+T)=v\,e^{ikd}e^{2\pi i}=f(k).$$

Take $d=1/\sqrt2$ and $T=2\sqrt2\,\pi$. The separation is irrational, yet $f$ has a nonzero period, so the criterion fails without the hypothesis $w\neq0$. Physically, the chain has fallen apart into isolated dimers. Only one phase is left to restore, and there is no second one with which it could be incommensurate.

```lean
#print axioms SSHOrbitalPeriodicity.norm_periodic
#print axioms SSHOrbitalPeriodicity.blochMatrix_add_two_pi
#print axioms SSHOrbitalPeriodicity.blochMatrix_exists_period_iff
#print axioms SSHOrbitalPeriodicity.periodic_of_single_hopping
```

```
'SSHOrbitalPeriodicity.norm_periodic' depends on axioms: [propext, Classical.choice, Quot.sound]
'SSHOrbitalPeriodicity.blochMatrix_add_two_pi' depends on axioms: [propext, Classical.choice, Quot.sound]
'SSHOrbitalPeriodicity.blochMatrix_exists_period_iff' depends on axioms: [propext, Classical.choice, Quot.sound]
'SSHOrbitalPeriodicity.periodic_of_single_hopping' depends on axioms: [propext, Classical.choice, Quot.sound]
```
